# Transversality of the one-loop scalar QED vacuum polarization in Feynman-parameter form

## Two diagrams for one photon

Let q_ν be the momentum of a photon coupled to a charged scalar of mass m. Write q^μ = g^{μν} q_ν and q² = q_μ q^μ, with timelike q² positive. At one loop the photon self-energy has a bubble diagram, with two scalar propagators, and a seagull diagram, with one. Gauge invariance requires that their sum vanish when contracted with q_ν.

For a Feynman parameter x in [0,1], the bubble has the denominator

D(x) = m² − x(1−x)q².

Let G(y) be the regulated tadpole integral at squared mass y, and G′ its derivative. Without the common coupling factor, the diagrams are

bubble = 2∫G(D)dx g^{μν} + I q^μ q^ν, where I = ∫(1−2x)² G′(D)dx,

seagull = −2G(m²) g^{μν}.

All x-integrals run from 0 to 1 unless limits are given.

## The seagull as a boundary term

Since D′(x) = −(1−2x)q²,

d/dx[(1−2x)G(D)] = −2G(D) − q²(1−2x)²G′(D).

At both end points D = m², so integrating the left side gives −G(m²) − G(m²). Hence

−2G(m²) = −2∫G(D)dx − q²I,

2∫G(D)dx − 2G(m²) = −q²I.

The left side is the coefficient of g^{μν} in the sum of the diagrams, so

bubble + seagull = I (q^μ q^ν − q² g^{μν}).

Contraction with q_ν gives I(q^μ q² − q² q^μ) = 0. The bubble alone gives

(2∫G(D)dx + q²I) q^μ = 2G(m²) q^μ.

If q^μ ≠ 0, a contact term c g^{μν} therefore restores transversality exactly when c = −2G(m²).

For one-loop scalar QED, this structure lets the divergence be absorbed into the photon field and charge normalization, with no photon mass counterterm.

## Logarithm and threshold weight

Up to an overall factor, the minimally subtracted tadpole is G(y) = y(log(y/μ²) − 1), where μ² is the squared renormalization scale. The product rule gives G′(y) = log(y/μ²) − 1 + 1 = log(y/μ²). For m² > 0 and q² < 4m², D is positive on [0,1], because

D = x(1−x)(4m² − q²) + m²(1−2x)².

Above threshold, D is negative between (1−β)/2 and (1+β)/2, with β = √(1 − 4m²/q²). There the logarithm acquires a constant imaginary part, so the absorptive part is proportional to the integral of the weight. With u = 1−2x,

∫_{(1−β)/2}^{(1+β)/2} (1−2x)²dx = ½∫u²du = β³/3,

where u runs over [−β, β].

The same integration by parts, applied to (1−2x)³ log(D/μ²) below threshold, gives a neighbouring formula, derived here in prose without a Lean theorem:

∫(1−2x)² log(D/μ²)dx = ⅓ log(m²/μ²) − (q²/6)∫(1−2x)⁴/D dx.

## Reading the Lean statements

`m2`, `q2` and `mu2` are real numbers standing for m², q² and μ². The matrix `g` is the metric with upper indices, and `q` holds the covariant components. Thus `g *ᵥ q` is q^μ, `q ⬝ᵥ (g *ᵥ q)` is q², and `vecMulVec` forms q^μ q^ν. The algebra allows any real square matrix `g` of finite size.

`G` and `G'` are separate functions. `IsLoopPair` links them: `G'` is the derivative of `G` at every value taken by D, and G′(D(x)) is continuous on [0,1]. This stands for a regulated tadpole that varies smoothly with the squared mass. Every continuously differentiable `G` on the reals qualifies, for all real `m2` and `q2`. The logarithmic tadpole, with m² > 0 and μ² > 0, qualifies only below threshold: for q² ≥ 4m² the denominator D reaches zero, where log(y/μ²) diverges. The Lean tensor identity therefore does not cover the logarithmic tadpole at or above threshold.

The reduction of the loop-momentum integrals to `bubble` and `seagull` is taken as input; it needs a regulator that respects momentum shifts and the tensor reduction. The weight integral holds for every real β, while its link to the absorptive part is the physical reading given above.

```lean
import Mathlib

open Matrix

namespace ScalarQEDVacuumPolarization

noncomputable section

/-- The Feynman-parameter denominator `D(x) = m² - x(1-x)q²` of the two-propagator loop. -/
def feynmanD (m2 q2 x : ℝ) : ℝ := m2 - x * (1 - x) * q2

/-- `G'` is the derivative of the tadpole function `G` at every value taken by `D(x)` for
`x` in `[0,1]`, and `G'(D(x))` is continuous there. -/
def IsLoopPair (G G' : ℝ → ℝ) (m2 q2 : ℝ) : Prop :=
  (∀ x ∈ Set.Icc (0 : ℝ) 1, HasDerivAt G (G' (feynmanD m2 q2 x)) (feynmanD m2 q2 x)) ∧
    ContinuousOn (fun x => G' (feynmanD m2 q2 x)) (Set.Icc 0 1)

/-- The slope of the Feynman denominator is `-(1-2x)q²`. -/
theorem hasDerivAt_feynmanD (m2 q2 x : ℝ) :
    HasDerivAt (feynmanD m2 q2) (-(1 - 2 * x) * q2) x := by
  have h := (((hasDerivAt_id' x).fun_mul ((hasDerivAt_id' x).const_sub 1)).mul_const
    q2).const_sub m2
  exact h.congr_deriv (by ring)

/-- The slope of the vertex factor `1-2x`. -/
private theorem hasDerivAt_vertex (x : ℝ) : HasDerivAt (fun y : ℝ => 1 - 2 * y) (-2) x :=
  (((hasDerivAt_id' x).const_mul 2).const_sub 1).congr_deriv (by norm_num)

/-- The coefficient of `g^{μν}` in bubble plus seagull is `-q²` times the weighted integral of `G'`:
`2∫G(D) - 2G(m²) = -q² ∫(1-2x)² G'(D)`, for a tadpole function `G` with derivative `G'` continuous
along the Feynman parameter. -/
theorem bubble_sub_seagull {G G' : ℝ → ℝ} {m2 q2 : ℝ} (h : IsLoopPair G G' m2 q2) :
    2 * (∫ x in (0 : ℝ)..1, G (feynmanD m2 q2 x)) - 2 * G m2 =
      -q2 * ∫ x in (0 : ℝ)..1, (1 - 2 * x) ^ 2 * G' (feynmanD m2 q2 x) := by
  obtain ⟨hd, hc⟩ := h
  have hG : ∀ x ∈ Set.Icc (0 : ℝ) 1, HasDerivAt (fun y => G (feynmanD m2 q2 y))
      (G' (feynmanD m2 q2 x) * (-(1 - 2 * x) * q2)) x :=
    fun x hx => (hd x hx).comp x (hasDerivAt_feynmanD m2 q2 x)
  have c1 : ContinuousOn (fun x => G (feynmanD m2 q2 x)) (Set.Icc 0 1) :=
    fun x hx => (hG x hx).continuousAt.continuousWithinAt
  have c2 : ContinuousOn (fun x => (1 - 2 * x) ^ 2 * G' (feynmanD m2 q2 x)) (Set.Icc 0 1) :=
    ContinuousOn.mul (by fun_prop) hc
  have i1 := c1.intervalIntegrable_of_Icc (μ := MeasureTheory.volume) zero_le_one
  have i2 := c2.intervalIntegrable_of_Icc (μ := MeasureTheory.volume) zero_le_one
  -- integrate the total derivative of (1-2x) G(D(x))
  have key : ∫ x in (0 : ℝ)..1, ((-2) * G (feynmanD m2 q2 x) +
      (-q2) * ((1 - 2 * x) ^ 2 * G' (feynmanD m2 q2 x))) =
      (1 - 2 * 1) * G (feynmanD m2 q2 1) - (1 - 2 * 0) * G (feynmanD m2 q2 0) := by
    refine intervalIntegral.integral_eq_sub_of_hasDerivAt
      (f := fun x => (1 - 2 * x) * G (feynmanD m2 q2 x)) ?_
      ((i1.const_mul (-2)).add (i2.const_mul (-q2)))
    intro x hx
    rw [Set.uIcc_of_le zero_le_one] at hx
    exact ((hasDerivAt_vertex x).fun_mul (hG x hx)).congr_deriv (by ring)
  -- D equals m² at both end points
  have e0 : feynmanD m2 q2 0 = m2 := by simp [feynmanD]
  have e1 : feynmanD m2 q2 1 = m2 := by simp [feynmanD]
  rw [intervalIntegral.integral_add (i1.const_mul (-2)) (i2.const_mul (-q2)),
    intervalIntegral.integral_const_mul, intervalIntegral.integral_const_mul, e0, e1] at key
  linear_combination (-1 : ℝ) * key

variable {n : Type*} [Fintype n]

/-- The bubble diagram after the loop-momentum integral, without the overall coupling factor:
`2∫G(D) g^{μν} + ∫(1-2x)² G'(D) q^μ q^ν`, with `q^μ = g^{μν} q_ν` and `q² = q_μ q^μ`. -/
def bubble (G G' : ℝ → ℝ) (m2 : ℝ) (g : Matrix n n ℝ) (q : n → ℝ) : Matrix n n ℝ :=
  (2 * ∫ x in (0 : ℝ)..1, G (feynmanD m2 (q ⬝ᵥ (g *ᵥ q)) x)) • g +
    (∫ x in (0 : ℝ)..1, (1 - 2 * x) ^ 2 * G' (feynmanD m2 (q ⬝ᵥ (g *ᵥ q)) x)) •
      vecMulVec (g *ᵥ q) (g *ᵥ q)

/-- The seagull diagram `-2G(m²) g^{μν}`, in the same normalization as the bubble. -/
def seagull (G : ℝ → ℝ) (m2 : ℝ) (g : Matrix n n ℝ) : Matrix n n ℝ := (-2 * G m2) • g

/-- For a tadpole function `G` with derivative `G'` continuous along the Feynman parameter,
bubble plus seagull equals `∫(1-2x)² G'(D)` times `q^μ q^ν - q² g^{μν}`. -/
theorem polarization_eq {G G' : ℝ → ℝ} {m2 : ℝ} {g : Matrix n n ℝ} {q : n → ℝ}
    (h : IsLoopPair G G' m2 (q ⬝ᵥ (g *ᵥ q))) :
    bubble G G' m2 g q + seagull G m2 g =
      (∫ x in (0 : ℝ)..1, (1 - 2 * x) ^ 2 * G' (feynmanD m2 (q ⬝ᵥ (g *ᵥ q)) x)) •
        (vecMulVec (g *ᵥ q) (g *ᵥ q) - (q ⬝ᵥ (g *ᵥ q)) • g) := by
  have hs := bubble_sub_seagull h
  ext i j
  simp only [bubble, seagull, Matrix.add_apply, Matrix.sub_apply, Matrix.smul_apply,
    smul_eq_mul]
  linear_combination g i j * hs

/-- Contracted with the photon momentum, the bubble alone leaves `2G(m²) q^μ`, if `G` has derivative
`G'` continuous along the Feynman parameter. -/
theorem bubble_mulVec {G G' : ℝ → ℝ} {m2 : ℝ} {g : Matrix n n ℝ} {q : n → ℝ}
    (h : IsLoopPair G G' m2 (q ⬝ᵥ (g *ᵥ q))) :
    bubble G G' m2 g q *ᵥ q = (2 * G m2) • (g *ᵥ q) := by
  have hs := bubble_sub_seagull h
  have hv : ∀ i, (vecMulVec (g *ᵥ q) (g *ᵥ q) *ᵥ q) i =
      (g *ᵥ q) i * (q ⬝ᵥ (g *ᵥ q)) := by
    intro i
    rw [dotProduct_comm q (g *ᵥ q)]
    generalize g *ᵥ q = a
    simp only [mulVec, dotProduct, vecMulVec_apply, Finset.mul_sum, mul_assoc]
  ext i
  simp only [bubble, Matrix.add_mulVec, Matrix.smul_mulVec, Pi.add_apply, Pi.smul_apply,
    smul_eq_mul, hv]
  linear_combination (g *ᵥ q) i * hs

/-- Adding a contact term `c g^{μν}` to the bubble gives a transverse tensor exactly when `c` is
the seagull value `-2G(m²)`, provided `q^μ` is not zero and `G` has derivative `G'` continuous
along the Feynman parameter. -/
theorem transverse_iff_seagull {G G' : ℝ → ℝ} {m2 : ℝ} {g : Matrix n n ℝ} {q : n → ℝ}
    (h : IsLoopPair G G' m2 (q ⬝ᵥ (g *ᵥ q))) (hq : g *ᵥ q ≠ 0) (c : ℝ) :
    (bubble G G' m2 g q + c • g) *ᵥ q = 0 ↔ c = -2 * G m2 := by
  rw [Matrix.add_mulVec, bubble_mulVec h, Matrix.smul_mulVec, ← add_smul, smul_eq_zero,
    or_iff_left hq]
  constructor <;> intro hc <;> linarith

/-- Every continuously differentiable `G` on the reals, with its derivative, is an admissible
tadpole function for all real `m²` and `q²`. -/
theorem isLoopPair_of_contDiff {G : ℝ → ℝ} (hG : ContDiff ℝ 1 G) (m2 q2 : ℝ) :
    IsLoopPair G (deriv G) m2 q2 := by
  have hD : Continuous (feynmanD m2 q2) := by
    unfold feynmanD
    fun_prop
  exact ⟨fun x _ => (hG.differentiable (by norm_num) _).hasDerivAt,
    ((hG.continuous_deriv (by norm_num)).comp hD).continuousOn⟩

/-- The minimally subtracted tadpole `y(log(y/μ²) - 1)`, with derivative `log(y/μ²)`, is
admissible for `m² > 0`, `μ² > 0` and momentum below threshold, `q² < 4m²`. -/
theorem isLoopPair_witness {m2 q2 mu2 : ℝ} (hm : 0 < m2) (hq : q2 < 4 * m2) (hmu : 0 < mu2) :
    IsLoopPair (fun y => y * (Real.log (y / mu2) - 1)) (fun y => Real.log (y / mu2)) m2 q2 := by
  -- below threshold the denominator stays positive
  have hpos : ∀ x ∈ Set.Icc (0 : ℝ) 1, 0 < feynmanD m2 q2 x := by
    intro x hx
    have ht : 0 ≤ x * (1 - x) := mul_nonneg hx.1 (by linarith [hx.2])
    unfold feynmanD
    rcases eq_or_lt_of_le ht with h0 | h0
    · rw [← h0]
      linarith
    · have h1 := mul_pos h0 (sub_pos.mpr hq)
      have h2 := mul_nonneg hm.le (sq_nonneg (1 - 2 * x))
      linarith [show m2 - x * (1 - x) * q2 =
        x * (1 - x) * (4 * m2 - q2) + m2 * (1 - 2 * x) ^ 2 by ring]
  constructor
  · intro x hx
    have hy := hpos x hx
    generalize feynmanD m2 q2 x = y at hy ⊢
    have hl : HasDerivAt (fun z => Real.log (z / mu2)) (1 / y) y :=
      (((hasDerivAt_id' y).div_const mu2).log (div_pos hy hmu).ne').congr_deriv
        (by field_simp)
    have hy1 : y * (1 / y) = 1 := mul_one_div_cancel hy.ne'
    exact ((hasDerivAt_id' y).fun_mul (hl.sub_const 1)).congr_deriv
      (by linear_combination hy1)
  · intro x hx
    exact (((hasDerivAt_feynmanD m2 q2 x).continuousAt.div_const mu2).log
      (div_pos (hpos x hx) hmu).ne').continuousWithinAt

/-- With the minimally subtracted tadpole, for `m² > 0`, `μ² > 0` and `q² < 4m²`, bubble plus
seagull is `∫(1-2x)² log(D/μ²)` times `q^μ q^ν - q² g^{μν}`. -/
theorem polarization_log {m2 mu2 : ℝ} {g : Matrix n n ℝ} {q : n → ℝ}
    (hm : 0 < m2) (hq : q ⬝ᵥ (g *ᵥ q) < 4 * m2) (hmu : 0 < mu2) :
    bubble (fun y => y * (Real.log (y / mu2) - 1)) (fun y => Real.log (y / mu2)) m2 g q +
        seagull (fun y => y * (Real.log (y / mu2) - 1)) m2 g =
      (∫ x in (0 : ℝ)..1,
        (1 - 2 * x) ^ 2 * Real.log (feynmanD m2 (q ⬝ᵥ (g *ᵥ q)) x / mu2)) •
        (vecMulVec (g *ᵥ q) (g *ᵥ q) - (q ⬝ᵥ (g *ᵥ q)) • g) :=
  polarization_eq (isLoopPair_witness hm hq hmu)

/-- The scalar-loop weight `(1-2x)²` integrates to `β³/3` between `(1-β)/2` and `(1+β)/2`. -/
theorem integral_scalar_weight (β : ℝ) :
    ∫ x in ((1 - β) / 2)..((1 + β) / 2), (1 - 2 * x) ^ 2 = β ^ 3 / 3 := by
  have hc : Continuous (fun x : ℝ => (1 - 2 * x) ^ 2) := by fun_prop
  rw [intervalIntegral.integral_eq_sub_of_hasDerivAt
    (f := fun x : ℝ => (1 - 2 * x) * (1 - 2 * x) * (1 - 2 * x) * (-1 / 6))
    (fun x _ => ((((hasDerivAt_vertex x).fun_mul (hasDerivAt_vertex x)).fun_mul
      (hasDerivAt_vertex x)).mul_const (-1 / 6)).congr_deriv (by ring))
    (hc.intervalIntegrable _ _)]
  ring

end

end ScalarQEDVacuumPolarization
```

```lean
#print axioms ScalarQEDVacuumPolarization.transverse_iff_seagull
#print axioms ScalarQEDVacuumPolarization.isLoopPair_of_contDiff
#print axioms ScalarQEDVacuumPolarization.polarization_log
#print axioms ScalarQEDVacuumPolarization.integral_scalar_weight
```

```
'ScalarQEDVacuumPolarization.transverse_iff_seagull' depends on axioms: [propext, Classical.choice, Quot.sound]
'ScalarQEDVacuumPolarization.isLoopPair_of_contDiff' depends on axioms: [propext, Classical.choice, Quot.sound]
'ScalarQEDVacuumPolarization.polarization_log' depends on axioms: [propext, Classical.choice, Quot.sound]
'ScalarQEDVacuumPolarization.integral_scalar_weight' depends on axioms: [propext, Classical.choice, Quot.sound]
```

## From the total derivative to the tensor

`hasDerivAt_feynmanD` and `hasDerivAt_vertex` supply the slopes of D and 1−2x. In `bubble_sub_seagull`, `hG` is the chain rule, and `c1`, `c2`, `i1` and `i2` provide continuity and integrability. The fundamental theorem of calculus then gives `key`, the integrated total derivative. `e0` and `e1` evaluate D at the end points, and `linear_combination` rearranges the result.

`polarization_eq` inserts this identity entry by entry. `bubble_mulVec` contracts the bubble, with `hv` evaluating (q^μ q^ν)q_ν. In `transverse_iff_seagull` the contraction becomes (2G(m²) + c)q^μ, whose scalar factor must vanish because q^μ does not.

`isLoopPair_of_contDiff` checks the hypothesis for continuously differentiable functions. `isLoopPair_witness` does so for the logarithmic tadpole, using the decomposition of D and treating x(1−x) = 0 separately; `polarization_log` then specializes the tensor identity. Finally, `integral_scalar_weight` uses the antiderivative −(1−2x)³/6.
